# For a differentiable energy of finitely many site populations, all site potentials equal dE/dN along a differentiable curve of constrained minimisers

## Is the common site potential also the derivative of the energy?

I describe a molecule by a finite list of real numbers nᵢ, one electron population for each site, instead of a density n(r) in space. The energy F is any differentiable function of these populations. Suppose that for every real N the populations n(N) minimise F among all populations with total N, and that n(N) is differentiable in N. Physically, I expect electrons to flow between sites until all the derivatives ∂F/∂nᵢ agree. Their common value should be the chemical potential, dE/dN with E(N) = F(n(N)). Can this be made rigorous, with every hypothesis visible, and checked by machine?

## Transfers equalise the potentials, and the constraint turns them into dE/dN

Yes. With finitely many populations, ordinary calculus is enough. Write μᵢ(n) = ∂F/∂nᵢ for the potential of site i.

Fix N, and abbreviate n(N) to n. Take a change of populations δ that conserves the particle number, so that Σᵢ δᵢ = 0. For every real t the populations n + tδ still have total N, so the function

g(t) = F(n + tδ)

has a minimum at t = 0. Hence g′(0) = 0, and the chain rule gives

0 = g′(0) = Σᵢ δᵢ μᵢ(n).

Now move population from site j to site i: δ is +1 at i, −1 at j and 0 elsewhere. The sum becomes μᵢ(n) − μⱼ(n) = 0. All site potentials therefore share one value, μ(N). With a single site there is nothing to compare, and μ(N) is its only potential.

For the energy derivative, differentiate the constraint Σᵢ nᵢ(N) = N:

Σᵢ nᵢ′(N) = 1.

The chain rule then gives

dE/dN = Σᵢ nᵢ′(N) μᵢ(n(N)) = μ(N) Σᵢ nᵢ′(N) = μ(N).

How the added charge is distributed over the sites does not matter to first order.

If F is convex, equal potentials are also sufficient for a minimum. Let n have total N and all potentials equal to μ, and let x be any other populations with total N. Along the line from n to x the energy is convex, with initial slope μ Σᵢ (xᵢ − nᵢ) = 0, so F(x) ≥ F(n).

A quadratic energy makes everything explicit:

F(n) = Σᵢ (aᵢ nᵢ + ½ ηᵢ nᵢ²), with all ηᵢ > 0.

If nᵢ counts excess electrons relative to a neutral site, aᵢ is minus the electronegativity of that site, and the hardness ηᵢ measures its resistance to further charging. N is then the total excess, which is zero for a neutral molecule; this shift of origin leaves dE/dN unchanged. Here μᵢ(n) = aᵢ + ηᵢ nᵢ. Setting this equal to μ and summing over the sites gives

nᵢ = (μ − aᵢ)/ηᵢ

N = μ Σᵢ 1/ηᵢ − Σᵢ aᵢ/ηᵢ

μ = (N + Σᵢ aᵢ/ηᵢ) / Σᵢ 1/ηᵢ.

These populations are a minimum because, for each site,

aᵢ xᵢ + ½ ηᵢ xᵢ² = aᵢ nᵢ + ½ ηᵢ nᵢ² + μ (xᵢ − nᵢ) + ½ ηᵢ (xᵢ − nᵢ)².

On summing over sites with Σᵢ xᵢ = N, the term in μ vanishes and the last term is non-negative.

**What the Lean statement says.** The sites form a finite type `ι`, populations are functions `ι → ℝ`, and the curve is `n : ℝ → ι → ℝ`. `IsGroundDensity F N n` says that `n` has total `N` and that no other populations with this total have lower energy; the minimiser need not be unique. `sitePotential F n i` is the differential of `F` at `n` applied to one unit of population on site `i`, which is the partial derivative μᵢ(n).

The main theorem, `chemical_potential`, assumes at least one site, a differentiable `F`, a differentiable `n`, and minimality at every real `N`. It gives a function `μ` such that, at each `N`, every site potential is `μ N` and E has derivative `μ N`. In this convention μ is an energy per added electron, so electronegativity is −μ.

The existence of the minimisers and their smooth dependence on N are assumed, not derived. The smoothness rules out a kink in E(N) at integer electron number. Populations may take any real value, so a site held at a lower bound such as nᵢ ≥ 0 is not covered. Nor is a density functional on a space of functions n(r): this is the finite-site form of electronegativity equalisation.

```lean
import Mathlib

open Finset Filter Topology

namespace ChemicalPotentialEqualisation

noncomputable section

variable {ι : Type*} [Fintype ι]

/-- The populations `n` have total particle number `N` and minimise the energy `F` among all
populations with that total. -/
def IsGroundDensity (F : (ι → ℝ) → ℝ) (N : ℝ) (n : ι → ℝ) : Prop :=
  ∑ i, n i = N ∧ ∀ x : ι → ℝ, ∑ i, x i = N → F n ≤ F x

/-- A quadratic energy without coupling between sites, with a linear coefficient `a i` and a
hardness `η i` for each site. -/
def chargeEnergy (a η : ι → ℝ) (n : ι → ℝ) : ℝ :=
  ∑ i, (a i * n i + η i / 2 * n i ^ 2)

/-- For positive hardnesses, the chemical potential of the quadratic model at particle number `N`.
-/
def equalisedMu (a η : ι → ℝ) (N : ℝ) : ℝ :=
  (N + ∑ i, a i / η i) / ∑ i, 1 / η i

/-- For positive hardnesses, the minimising site populations of the quadratic model at particle
number `N`. -/
def equalisedDensity (a η : ι → ℝ) (N : ℝ) (i : ι) : ℝ :=
  (equalisedMu a η N - a i) / η i

/-- At the starting point `n` of a straight line of populations, the energy changes at the rate
given by the differential of `F` at `n` in the direction of the line. -/
theorem hasDerivAt_line {F : (ι → ℝ) → ℝ} {n : ι → ℝ} (hF : DifferentiableAt ℝ F n)
    (δ : ι → ℝ) : HasDerivAt (fun t : ℝ => F (n + t • δ)) (fderiv ℝ F n δ) 0 := by
  have hline : HasDerivAt (fun t : ℝ => n + t • δ) δ 0 :=
    (((hasDerivAt_id' (0 : ℝ)).smul_const δ).const_add n).congr_deriv (one_smul ℝ δ)
  have hF' : HasFDerivAt F (fderiv ℝ F n) (n + (0 : ℝ) • δ) := by
    rw [zero_smul, add_zero]
    exact hF.hasFDerivAt
  exact hF'.comp_hasDerivAt (0 : ℝ) hline

/-- At a constrained minimum the energy is stationary under every change of populations
that conserves the particle number. -/
theorem stationary_of_ground {F : (ι → ℝ) → ℝ} {n : ι → ℝ} {N : ℝ}
    (hF : DifferentiableAt ℝ F n) (hn : IsGroundDensity F N n)
    (δ : ι → ℝ) (hδ : ∑ i, δ i = 0) : fderiv ℝ F n δ = 0 := by
  have hmin : IsLocalMin (fun t : ℝ => F (n + t • δ)) 0 := by
    refine Filter.Eventually.of_forall (fun t => ?_)
    change F (n + (0 : ℝ) • δ) ≤ F (n + t • δ)
    rw [zero_smul, add_zero]
    -- the displaced populations still have total `N`
    refine hn.2 _ ?_
    simp only [Pi.add_apply, Pi.smul_apply, smul_eq_mul]
    rw [Finset.sum_add_distrib, ← Finset.mul_sum, hδ, hn.1, mul_zero, add_zero]
  exact hmin.hasDerivAt_eq_zero (hasDerivAt_line hF δ)

variable [DecidableEq ι]

/-- The potential of site `i`: the differential of `F` at `n` applied to one unit of population on
that site. Where `F` is differentiable, this is the partial derivative. -/
def sitePotential (F : (ι → ℝ) → ℝ) (n : ι → ℝ) (i : ι) : ℝ :=
  fderiv ℝ F n (Pi.single i 1)

/-- The differential of `F` at `n`, applied to a change of populations `δ`, is the sum of the
population changes weighted by the site potentials. -/
theorem fderiv_eq_sum (F : (ι → ℝ) → ℝ) (n δ : ι → ℝ) :
    fderiv ℝ F n δ = ∑ i, δ i * sitePotential F n i := by
  have h : δ = ∑ i, δ i • (Pi.single i 1 : ι → ℝ) := by
    funext j
    simp [Finset.sum_apply, Pi.single_apply]
  conv_lhs => rw [h]
  rw [map_sum]
  exact Finset.sum_congr rfl (fun i _ => by rw [map_smul, smul_eq_mul, sitePotential])

/-- At a constrained minimum any two sites have the same potential. -/
theorem sitePotential_equal {F : (ι → ℝ) → ℝ} {n : ι → ℝ} {N : ℝ}
    (hF : DifferentiableAt ℝ F n) (hn : IsGroundDensity F N n) (i j : ι) :
    sitePotential F n i = sitePotential F n j := by
  -- move population from site `j` to site `i`
  have h := stationary_of_ground hF hn (Pi.single i 1 - Pi.single j 1)
    (by simp [Pi.single_apply, Finset.sum_sub_distrib])
  rw [map_sub] at h
  exact sub_eq_zero.mp h

/-- If all sites share the potential `μ` at particle number `N`, the energy along any
differentiable curve of populations with the prescribed totals near `N` has derivative `μ`. -/
theorem hasDerivAt_energy {F : (ι → ℝ) → ℝ} {n : ℝ → ι → ℝ} {N μ : ℝ}
    (hF : DifferentiableAt ℝ F (n N)) (hn : DifferentiableAt ℝ n N)
    (hsum : ∀ᶠ M in 𝓝 N, ∑ i, n M i = M) (hμ : ∀ i, sitePotential F (n N) i = μ) :
    HasDerivAt (fun M => F (n M)) μ N := by
  -- differentiating the constraint: the population responses add up to one
  have h1 : HasDerivAt (fun M => ∑ i, n M i) (∑ i, deriv n N i) N :=
    HasDerivAt.fun_sum (fun i _ => hasDerivAt_pi.1 hn.hasDerivAt i)
  have h2 : HasDerivAt (fun M : ℝ => M) (∑ i, deriv n N i) N :=
    h1.congr_of_eventuallyEq (hsum.mono fun M h => h.symm)
  have h3 : ∑ i, deriv n N i = 1 := h2.unique (hasDerivAt_id' N)
  refine (hF.hasFDerivAt.comp_hasDerivAt N hn.hasDerivAt).congr_deriv ?_
  rw [fderiv_eq_sum]
  simp only [hμ]
  rw [← Finset.sum_mul, h3, one_mul]

/-- Along a differentiable curve of constrained minimisers, all site potentials equal one
number `μ N`, and this number is the derivative of the minimal energy with respect to `N`. -/
theorem chemical_potential [Nonempty ι] {F : (ι → ℝ) → ℝ} {n : ℝ → ι → ℝ}
    (hF : Differentiable ℝ F) (hn : Differentiable ℝ n)
    (hmin : ∀ N, IsGroundDensity F N (n N)) :
    ∃ μ : ℝ → ℝ, ∀ N, (∀ i, sitePotential F (n N) i = μ N) ∧
      HasDerivAt (fun M => F (n M)) (μ N) N := by
  obtain ⟨k⟩ := ‹Nonempty ι›
  refine ⟨fun N => sitePotential F (n N) k, fun N => ?_⟩
  have h : ∀ i, sitePotential F (n N) i = sitePotential F (n N) k :=
    fun i => sitePotential_equal (hF _) (hmin N) i k
  exact ⟨h, hasDerivAt_energy (hF _) (hn N)
    (Filter.Eventually.of_forall fun M => (hmin M).1) h⟩

/-- Converse for a convex energy: populations at which all site potentials are equal
minimise the energy at their particle number. -/
theorem ground_of_equal_potentials {F : (ι → ℝ) → ℝ} {n : ι → ℝ} {N μ : ℝ}
    (hc : ConvexOn ℝ Set.univ F) (hF : DifferentiableAt ℝ F n)
    (hN : ∑ i, n i = N) (hμ : ∀ i, sitePotential F n i = μ) : IsGroundDensity F N n := by
  refine ⟨hN, fun x hx => ?_⟩
  have h0 : fderiv ℝ F n (x - n) = 0 := by
    rw [fderiv_eq_sum]
    simp only [hμ, Pi.sub_apply]
    rw [← Finset.sum_mul, Finset.sum_sub_distrib, hx, hN, sub_self, zero_mul]
  -- the energy is convex on the line from `n` to `x`, with zero initial slope
  have hg : ConvexOn ℝ Set.univ (fun t : ℝ => F (n + t • (x - n))) := by
    refine ⟨convex_univ, fun s _ t _ p q hp hq hpq => ?_⟩
    have h := hc.2 (Set.mem_univ (n + s • (x - n))) (Set.mem_univ (n + t • (x - n))) hp hq hpq
    have e : n + (p • s + q • t) • (x - n)
        = p • (n + s • (x - n)) + q • (n + t • (x - n)) := by
      funext i
      simp only [Pi.add_apply, Pi.smul_apply, Pi.sub_apply, smul_eq_mul]
      linear_combination (-(n i)) * hpq
    change F (n + (p • s + q • t) • (x - n)) ≤ _
    rw [e]
    exact h
  have h := hg.le_slope_of_hasDerivAt (Set.mem_univ 0) (Set.mem_univ 1) one_pos
    (hasDerivAt_line hF (x - n))
  rw [h0, slope_def_field] at h
  simpa using h

/-- The quadratic energy is differentiable, and its potential at site `i` is
`a i + η i * n i`. -/
theorem chargeEnergy_potential (a η n : ι → ℝ) :
    DifferentiableAt ℝ (chargeEnergy a η) n ∧
      ∀ i, sitePotential (chargeEnergy a η) n i = a i + η i * n i := by
  have h : HasFDerivAt (chargeEnergy a η)
      (∑ j, (a j + η j * n j) • (ContinuousLinearMap.proj j : (ι → ℝ) →L[ℝ] ℝ)) n := by
    change HasFDerivAt (fun x : ι → ℝ => ∑ j, (a j * x j + η j / 2 * x j ^ 2)) _ n
    refine HasFDerivAt.fun_sum (fun j _ => ?_)
    have hφ : HasDerivAt (fun t : ℝ => a j * t + η j / 2 * t ^ 2) (a j + η j * n j) (n j) :=
      (((hasDerivAt_id' (n j)).const_mul (a j)).fun_add
        ((hasDerivAt_pow 2 (n j)).const_mul (η j / 2))).congr_deriv (by norm_num; ring)
    have hp : HasFDerivAt (fun x : ι → ℝ => x j)
        (ContinuousLinearMap.proj j : (ι → ℝ) →L[ℝ] ℝ) n := hasFDerivAt_apply j n
    -- chain rule through the population of site `j`
    refine (HasFDerivAt.comp (f := fun x : ι → ℝ => x j) n hφ.hasFDerivAt hp).congr_fderiv ?_
    exact ContinuousLinearMap.ext fun v => mul_comm (v j) (a j + η j * n j)
  refine ⟨h.differentiableAt, fun i => ?_⟩
  rw [sitePotential, h.fderiv]
  simp [_root_.sum_apply, Pi.single_apply]

omit [DecidableEq ι] in
/-- For positive hardnesses, the quadratic energy and its explicit populations satisfy all
hypotheses of `chemical_potential`. -/
theorem chemical_potential_witness [Nonempty ι] (a η : ι → ℝ) (hη : ∀ i, 0 < η i) :
    Differentiable ℝ (chargeEnergy a η) ∧ Differentiable ℝ (equalisedDensity a η) ∧
      ∀ N, IsGroundDensity (chargeEnergy a η) N (equalisedDensity a η N) := by
  classical
  refine ⟨fun n => (chargeEnergy_potential a η n).1, differentiable_pi.2 fun i => ?_,
    fun N => ?_⟩
  · simp only [equalisedDensity, equalisedMu, div_eq_mul_inv]
    fun_prop
  have hS : 0 < ∑ i, 1 / η i :=
    Finset.sum_pos (fun i _ => one_div_pos.mpr (hη i)) Finset.univ_nonempty
  have hsum : ∑ i, equalisedDensity a η N i = N := by
    calc ∑ i, equalisedDensity a η N i
        = equalisedMu a η N * ∑ i, 1 / η i - ∑ i, a i / η i := by
          rw [Finset.mul_sum, ← Finset.sum_sub_distrib]
          exact Finset.sum_congr rfl (fun i _ => by unfold equalisedDensity; ring)
      _ = N := by
          unfold equalisedMu
          rw [div_mul_cancel₀ _ hS.ne']
          ring
  refine ⟨hsum, fun x hx => ?_⟩
  -- each site energy lies above its tangent of slope `μ`
  have key : ∀ i, a i * equalisedDensity a η N i + η i / 2 * equalisedDensity a η N i ^ 2
      + equalisedMu a η N * (x i - equalisedDensity a η N i)
      ≤ a i * x i + η i / 2 * x i ^ 2 := by
    intro i
    have hi := (hη i).ne'
    have e : η i * equalisedDensity a η N i = equalisedMu a η N - a i := by
      unfold equalisedDensity
      field_simp
    have hsq := mul_nonneg (hη i).le (sq_nonneg (x i - equalisedDensity a η N i))
    linear_combination (1 / 2) * hsq - (x i - equalisedDensity a η N i) * e
  have h := Finset.sum_le_sum (fun i (_ : i ∈ Finset.univ) => key i)
  rw [Finset.sum_add_distrib, ← Finset.mul_sum, Finset.sum_sub_distrib, hx, hsum, sub_self,
    mul_zero, add_zero] at h
  exact h

/-- In the quadratic model with positive hardnesses, the explicit `equalisedMu` is the
potential of every site and the derivative of the minimal energy with respect to `N`. -/
theorem quadratic_chemical_potential [Nonempty ι] (a η : ι → ℝ) (hη : ∀ i, 0 < η i) (N : ℝ) :
    (∀ i, sitePotential (chargeEnergy a η) (equalisedDensity a η N) i = equalisedMu a η N) ∧
      HasDerivAt (fun M => chargeEnergy a η (equalisedDensity a η M)) (equalisedMu a η N) N := by
  obtain ⟨hF, hn, hmin⟩ := chemical_potential_witness a η hη
  have h : ∀ i, sitePotential (chargeEnergy a η) (equalisedDensity a η N) i
      = equalisedMu a η N := by
    intro i
    have hi := (hη i).ne'
    have e : η i * equalisedDensity a η N i = equalisedMu a η N - a i := by
      unfold equalisedDensity
      field_simp
    rw [(chargeEnergy_potential a η _).2 i, e]
    ring
  exact ⟨h, hasDerivAt_energy (hF _) (hn N)
    (Filter.Eventually.of_forall fun M => (hmin M).1) h⟩

end

end ChemicalPotentialEqualisation
```

```lean
#print axioms ChemicalPotentialEqualisation.chemical_potential
#print axioms ChemicalPotentialEqualisation.ground_of_equal_potentials
#print axioms ChemicalPotentialEqualisation.quadratic_chemical_potential
```

```
'ChemicalPotentialEqualisation.chemical_potential' depends on axioms: [propext, Classical.choice, Quot.sound]
'ChemicalPotentialEqualisation.ground_of_equal_potentials' depends on axioms: [propext, Classical.choice, Quot.sound]
'ChemicalPotentialEqualisation.quadratic_chemical_potential' depends on axioms: [propext, Classical.choice, Quot.sound]
```

**How the proof follows the calculation.** `hasDerivAt_line` is the chain rule for g, and `stationary_of_ground` shows that g′(0) = 0 for a number-conserving δ. `fderiv_eq_sum` expands the differential as Σᵢ δᵢ μᵢ(n) by writing δ as a sum of single-site changes. In `sitePotential_equal`, the transfer from j to i is `Pi.single i 1 - Pi.single j 1`; linearity of the differential turns stationarity into a difference of two site potentials that equals zero.

`hasDerivAt_energy` carries out the second half. It differentiates the total population in two ways, once as a sum of components and once as the identity function of N. Uniqueness of the derivative gives Σᵢ nᵢ′(N) = 1, and the chain rule finishes the step. This lemma needs F to be differentiable at n(N) and the prescribed totals only near N, and it asks for equal potentials rather than for a minimum. `chemical_potential` then picks any site `k`, defines μ(N) as its potential, and combines the two halves.

`ground_of_equal_potentials` proves the converse for a convex F that is differentiable at n. Differentiability matters here, because Lean sets the differential to zero where it does not exist. It restricts F to the line from n to x and uses the fact that a convex function's initial slope is at most its average slope between t = 0 and t = 1.

For the quadratic model, `chargeEnergy_potential` computes aᵢ + ηᵢ nᵢ. `chemical_potential_witness` checks that the explicit populations satisfy all the hypotheses of the main theorem; its inequality `key` is the single-site identity above with the non-negative square left out. `quadratic_chemical_potential` identifies the explicit μ as both the common site potential and dE/dN.

**From a constrained minimum to a one-variable one.** The proof turns on Mathlib's `IsLocalMin.hasDerivAt_eq_zero`, which appears in `stationary_of_ground` as `hmin.hasDerivAt_eq_zero`. It says that if a real function has a local minimum at a point and a derivative there, that derivative is zero. It knows nothing about constraints, so the constraint has to be built into the function to which it is applied. The line n + tδ does this: every point on it has total N, and t itself is unconstrained. No general Lagrange multiplier theorem is needed.

`IsLocalMin` asks for the inequality at all t near 0, on both sides. Here it holds for every real t, so `Filter.Eventually.of_forall` supplies it. Both signs of t matter: one allows transfer from j to i, the other the reverse. If site j were empty and could not go negative, only one direction would be open, and the argument would give an inequality between the potentials instead of an equality.

For charge-equilibration models with a differentiable energy of finitely many populations, the result means that dE/dN along such a curve of minimisers can be read from the potential of any one site, without computing how the populations respond to N. The explicit formulas hold for the quadratic energy without coupling between sites; the main theorem also allows coupling, provided that its hypotheses are met.
